# For an invertible real symmetric matrix that links only opposite sublattices, intersite Fock exchange with symmetric couplings keeps the spectrum symmetric about zero

A mean-field code for a half-filled two-sublattice hopping model can fix the Fermi level at zero and fill the negative levels at each iteration, with no search for a chemical potential. This gives half filling if the levels still come in pairs $\pm\mu$ after exchange has been added and none of them is zero. For one orthonormal orbital per site, real hopping between the sublattices only, and exchange between distinct sites with symmetric couplings, the pairing survives a step whenever the matrix that supplied the occupied levels is invertible and itself couples only different sublattices.

## Paired levels after exchange

Let $F$ be a real symmetric matrix indexed by finitely many sites, each assigned to one of two sublattices. Call $F$ alternant if $F_{ij}=0$ whenever $i$ and $j$ lie on the same sublattice, so that all diagonal entries vanish too. Let $P$ be the orthogonal projector onto the eigenvectors of $F$ with negative energy. It is the density matrix for one spin; the usual closed-shell density matrix is $2P$.

Let $w$ be a real symmetric matrix of couplings, which stand for the intersite Coulomb integrals, multiplied in a hybrid scheme by the fraction of exact exchange. Neglecting differential overlap between sites, define

$$K_{ij}=-w_{ij}P_{ij}\quad(i\ne j),\qquad K_{ii}=0 .$$

If $F$ is also invertible and alternant, then $F+K$ is symmetric and

$$\chi_{-(F+K)}=\chi_{F+K},$$

where $\chi$ is the characteristic polynomial. The levels $\mu$ and $-\mu$ therefore have equal multiplicity.

## Where a code relies on the pairing

Besides the fixed Fermi level, the block structure itself can be used. With the sites ordered by sublattice, an alternant symmetric matrix has only an off-diagonal block $B$ and its transpose, and its levels are plus and minus the singular values of $B$ when $B$ is square. A code that diagonalises through $B$ needs the exchange matrix to have the same block form at every iteration. If $F$ is alternant and has no level at or near zero, a same-sublattice entry of $K$ above rounding level points to a fault, for example in the occupations, the labels or the assembly of $K$.

## From staggered signs to paired levels

Let $\sigma_i=\pm1$ according to the sublattice of site $i$, and let $S=\mathrm{diag}(\sigma_i)$, so $S^2=1$.

**Anticommutation.** For an alternant matrix $M$, $(MS)_{ij}=M_{ij}\sigma_j$ and $(SM)_{ij}=\sigma_iM_{ij}$. On the same sublattice both vanish; on different sublattices $\sigma_j=-\sigma_i$. Hence $MS=-SM$. Two consequences follow:

- If $Mv=\mu v$, then $M(Sv)=-SMv=-\mu\,Sv$.
- $SMS=-M$, so $M$ and $-M$ are similar and have the same characteristic polynomial.

**Occupied and empty levels are exchanged.** The claim is $PS=S(1-P)$. Since $F$ is symmetric, its eigenvectors span the space, and it is enough to compare both sides on an eigenvector $v$ of energy $\mu$.

- If $\mu<0$, then $Pv=v$. The vector $Sv$ has energy $-\mu>0$, so $PSv=0=S(1-P)v$.
- If $\mu>0$, then $Pv=0$. The vector $Sv$ has negative energy, so $PSv=Sv=S(1-P)v$.
- $\mu=0$ is excluded because $F$ is invertible.

**Matrix entries.** The identity reads $P_{ij}\sigma_j=\sigma_i(\delta_{ij}-P_{ij})$. On the same sublattice $\sigma_i=\sigma_j$, so $2P_{ij}=\delta_{ij}$. Thus $P_{ii}=1/2$, and $P_{ij}=0$ for distinct sites of one sublattice.

**Adding exchange.** It follows that $K$ is alternant. It is symmetric because $w$ and $P$ are. The sum $F+K$ is then symmetric and alternant, and the similarity above applies to it.

**Iterating.** Start from a symmetric alternant core matrix $h$, set $F_0=h$ and $F_{k+1}=h+K_k$, with $K_k$ built from the negative levels of $F_k$. If no $F_k$ is singular, the same argument carries the symmetric alternant form from each step to the next.

### Two sites

The smallest non-empty case has one site on each sublattice and hopping $-t$ with $t>0$. The normalised occupied vector is $(1,1)/\sqrt2$, so every entry of $P$ is $1/2$. A coupling $\gamma$ changes the hopping to $-(t+\gamma/2)$, and the levels become $\pm(t+\gamma/2)$.

### Four sites in numbers

Take an open chain of sites 0, 1, 2, 3 with hoppings $-1$, $-1.5$, $-1$. Its levels are $\pm2$ and $\pm0.5$. The normalised occupied vectors are $(1,2,2,1)/\sqrt{10}$ at $-2$ and $(2,1,-1,-2)/\sqrt{10}$ at $-0.5$. They give

$$P_{01}=P_{23}=0.4,\quad P_{12}=0.3,\quad P_{03}=-0.3,\quad P_{02}=P_{13}=0,\quad P_{ii}=0.5 .$$

With $w_{ij}=1$ for all pairs, $K=-(P-\tfrac12)$, which lowers each occupied level by $0.5$ and raises each empty one by $0.5$. The new levels are $\pm2.5$ and $\pm1$.

## The Lean source

```lean
import Mathlib

open Matrix

namespace AlternantFockExchange

noncomputable section

variable {n : Type*} [Fintype n] [DecidableEq n]

/-- A matrix is alternant when its entries vanish within each of the two sublattices
labelled by `s`. -/
def Alternant {n : Type*} (s : n → Bool) (M : Matrix n n ℝ) : Prop :=
  ∀ i j, s i = s j → M i j = 0

/-- The staggered sign matrix: `+1` on one sublattice and `-1` on the other. -/
def stagger (s : n → Bool) : Matrix n n ℝ :=
  Matrix.diagonal fun i => if s i = true then 1 else -1

/-- For a symmetric `F`, `P` is the orthogonal projector onto the negative-energy levels:
it is symmetric, fixes eigenvectors of negative energy and annihilates all other eigenvectors. -/
structure IsOccupied (F P : Matrix n n ℝ) : Prop where
  symm : P.IsSymm
  occ : ∀ (μ : ℝ) (v : n → ℝ), μ < 0 → F *ᵥ v = μ • v → P *ᵥ v = v
  virt : ∀ (μ : ℝ) (v : n → ℝ), 0 ≤ μ → F *ᵥ v = μ • v → P *ᵥ v = 0

/-- The exchange matrix between distinct sites, `-w i j * P i j`, with zero diagonal. -/
def exchange (w P : Matrix n n ℝ) : Matrix n n ℝ :=
  Matrix.of fun i j => if i = j then 0 else -(w i j * P i j)

/-- Every real symmetric matrix has an occupied projector. -/
theorem exists_isOccupied {F : Matrix n n ℝ} (hF : F.IsSymm) : ∃ P, IsOccupied F P := by
  -- a polynomial in `F` acts on an eigenvector through its value at the eigenvalue
  have ev : ∀ (p : Polynomial ℝ) (μ : ℝ) (v : n → ℝ), F *ᵥ v = μ • v →
      (Polynomial.aeval F p) *ᵥ v = p.eval μ • v := by
    intro p μ v hv
    induction p using Polynomial.induction_on' with
    | add p q hp hq => rw [map_add, Matrix.add_mulVec, hp, hq, Polynomial.eval_add, add_smul]
    | monomial k a =>
      have hk : F ^ k *ᵥ v = μ ^ k • v := by
        induction k with
        | zero => simp
        | succ k ih =>
          rw [pow_succ, ← Matrix.mulVec_mulVec, hv, Matrix.mulVec_smul, ih, smul_smul,
            pow_succ, mul_comm]
      rw [Polynomial.aeval_monomial, Polynomial.eval_monomial, ← Algebra.smul_def,
        Matrix.smul_mulVec, hk, smul_smul]
  have tr : ∀ p : Polynomial ℝ, (Polynomial.aeval F p)ᵀ = Polynomial.aeval F p := by
    intro p
    induction p using Polynomial.induction_on' with
    | add p q hp hq => rw [map_add, Matrix.transpose_add, hp, hq]
    | monomial k a =>
      rw [Polynomial.aeval_monomial, ← Algebra.smul_def, Matrix.transpose_smul,
        Matrix.transpose_pow, hF.eq]
  -- interpolate the step function on the finite set of eigenvalues
  let S : Finset ℝ := F.charpoly.roots.toFinset
  let r : ℝ → ℝ := fun x => if x < 0 then 1 else 0
  let p : Polynomial ℝ := Lagrange.interpolate S id r
  have val : ∀ (μ : ℝ) (v : n → ℝ), F *ᵥ v = μ • v →
      (Polynomial.aeval F p) *ᵥ v = r μ • v := by
    intro μ v hv
    by_cases h0 : v = 0
    · simp [h0]
    have hroot : F.charpoly.eval μ = 0 := by
      have h := ev F.charpoly μ v hv
      rw [Matrix.aeval_self_charpoly, Matrix.zero_mulVec] at h
      exact (smul_eq_zero.mp h.symm).resolve_right h0
    have hmem : μ ∈ S := by
      rw [Multiset.mem_toFinset, Polynomial.mem_roots F.charpoly_monic.ne_zero]
      exact hroot
    have hp : p.eval μ = r μ :=
      Lagrange.eval_interpolate_at_node (v := id) r (Set.injOn_id _) hmem
    rw [ev p μ v hv, hp]
  refine ⟨Polynomial.aeval F p, tr p, fun μ v hμ hv => ?_, fun μ v hμ hv => ?_⟩
  · rw [val μ v hv]
    simp [r, hμ]
  · rw [val μ v hv]
    simp [r, not_lt_of_ge hμ]

/-- Two matrices that act alike on all eigenvectors of a real symmetric matrix are equal. -/
theorem eq_of_eigenvectors {F A B : Matrix n n ℝ} (hF : F.IsSymm)
    (h : ∀ (μ : ℝ) (v : n → ℝ), F *ᵥ v = μ • v → A *ᵥ v = B *ᵥ v) : A = B := by
  have hH : F.IsHermitian := by
    rw [Matrix.IsHermitian, Matrix.conjTranspose_eq_transpose_of_trivial]
    exact hF
  have key : A.mulVecLin ∘ₗ (WithLp.linearEquiv 2 ℝ (n → ℝ)).toLinearMap =
      B.mulVecLin ∘ₗ (WithLp.linearEquiv 2 ℝ (n → ℝ)).toLinearMap := by
    refine hH.eigenvectorBasis.toBasis.ext fun i => ?_
    rw [OrthonormalBasis.coe_toBasis]
    exact h (hH.eigenvalues i) _ (hH.mulVec_eigenvectorBasis i)
  ext i j
  have h1 : A *ᵥ Pi.single j 1 = B *ᵥ Pi.single j 1 :=
    LinearMap.congr_fun key (WithLp.toLp 2 (Pi.single j 1))
  simpa using congrFun h1 i

/-- An alternant matrix anticommutes with the staggered sign matrix. -/
theorem alternant_anticomm {s : n → Bool} {M : Matrix n n ℝ} (hM : Alternant s M) :
    M * stagger s = -(stagger s * M) := by
  ext i j
  rw [Matrix.neg_apply]
  simp only [stagger, Matrix.diagonal_mul, Matrix.mul_diagonal]
  by_cases e : s i = s j
  · rw [hM i j e]
    simp
  · clear hM
    cases hi : s i <;> cases hj : s j <;> simp_all

/-- Pairing of levels: reversing the sign of an eigenvector of an alternant matrix on one
sublattice reverses the sign of its energy. -/
theorem alternant_pairing {s : n → Bool} {M : Matrix n n ℝ} (hM : Alternant s M)
    {μ : ℝ} {v : n → ℝ} (hv : M *ᵥ v = μ • v) :
    M *ᵥ (stagger s *ᵥ v) = (-μ) • (stagger s *ᵥ v) := by
  rw [Matrix.mulVec_mulVec, alternant_anticomm hM, Matrix.neg_mulVec,
    ← Matrix.mulVec_mulVec, hv, Matrix.mulVec_smul, neg_smul]

/-- An alternant matrix and its negative have the same characteristic polynomial. -/
theorem alternant_charpoly {s : n → Bool} {M : Matrix n n ℝ} (hM : Alternant s M) :
    (-M).charpoly = M.charpoly := by
  have sq : stagger s * stagger s = 1 := by
    simp only [stagger, Matrix.diagonal_mul_diagonal]
    rw [← Matrix.diagonal_one]
    congr 1
    funext i
    cases s i <;> simp
  -- `-M` is similar to `M` through the staggered signs
  have e : -M = stagger s * (M * stagger s) := by
    rw [alternant_anticomm hM, mul_neg, ← mul_assoc, sq, one_mul]
  rw [e, Matrix.charpoly_mul_comm, mul_assoc, sq, mul_one]

/-- The exchange matrix built from the occupied levels of an invertible symmetric alternant
matrix is itself alternant. -/
theorem exchange_alternant {s : n → Bool} {F P : Matrix n n ℝ} (w : Matrix n n ℝ)
    (hF : F.IsSymm) (hs : Alternant s F) (hdet : F.det ≠ 0) (hP : IsOccupied F P) :
    Alternant s (exchange w P) := by
  -- the staggered signs exchange occupied and empty levels
  have ph : P * stagger s = stagger s * (1 - P) := by
    refine eq_of_eigenvectors hF fun μ v hv => ?_
    have hflip := alternant_pairing hs hv
    rw [← Matrix.mulVec_mulVec, ← Matrix.mulVec_mulVec, Matrix.sub_mulVec, Matrix.one_mulVec]
    rcases lt_trichotomy μ 0 with h | h | h
    · rw [hP.occ μ v h hv, hP.virt (-μ) _ (by linarith) hflip, sub_self, Matrix.mulVec_zero]
    · have h0 : v = 0 := Matrix.eq_zero_of_mulVec_eq_zero hdet (by rw [hv, h, zero_smul])
      simp [h0]
    · rw [hP.virt μ v h.le hv, hP.occ (-μ) _ (by linarith) hflip, sub_zero]
  intro i j hij
  by_cases e : i = j
  · simp [exchange, e]
  have h := congrFun (congrFun ph i) j
  simp only [stagger, Matrix.mul_diagonal, Matrix.diagonal_mul, Matrix.sub_apply,
    Matrix.one_apply_ne e, hij] at h
  have h0 : P i j = 0 := by
    cases hj : s j <;> simp [hj] at h <;> linarith
  simp [exchange, h0]

omit [Fintype n] in
/-- Symmetric couplings and a symmetric density matrix give a symmetric exchange matrix. -/
theorem exchange_isSymm {w P : Matrix n n ℝ} (hw : w.IsSymm) (hP : P.IsSymm) :
    (exchange w P).IsSymm := by
  refine Matrix.IsSymm.ext fun i j => ?_
  by_cases e : i = j
  · rw [e]
  · simp [exchange, e, Ne.symm e, hw.apply i j, hP.apply i j]

/-- Adding to an invertible symmetric alternant matrix the exchange matrix built from its own
occupied projector and symmetric couplings gives a symmetric matrix whose spectrum, with
multiplicities, is symmetric about zero. -/
theorem exchange_keeps_spectrum_symmetric {s : n → Bool} {F P w : Matrix n n ℝ}
    (hF : F.IsSymm) (hs : Alternant s F) (hdet : F.det ≠ 0) (hP : IsOccupied F P)
    (hw : w.IsSymm) :
    (F + exchange w P).IsSymm ∧
      (-(F + exchange w P)).charpoly = (F + exchange w P).charpoly := by
  refine ⟨hF.add (exchange_isSymm hw hP.symm), alternant_charpoly (s := s) fun i j hij => ?_⟩
  rw [Matrix.add_apply, hs i j hij, exchange_alternant w hF hs hdet hP i j hij, add_zero]

/-- A self-consistent field cycle with exchange that starts from a symmetric alternant core
matrix `h`, with symmetric couplings and no singular iterate, has at every step a symmetric
alternant Fock matrix with spectrum symmetric about zero. -/
theorem scf_keeps_spectrum_symmetric {s : n → Bool} {h w : Matrix n n ℝ}
    {F P : ℕ → Matrix n n ℝ} (hh : h.IsSymm) (hs : Alternant s h) (hw : w.IsSymm)
    (h0 : F 0 = h) (hstep : ∀ k, F (k + 1) = h + exchange w (P k))
    (hP : ∀ k, IsOccupied (F k) (P k)) (hdet : ∀ k, (F k).det ≠ 0) (k : ℕ) :
    (F k).IsSymm ∧ Alternant s (F k) ∧ (-(F k)).charpoly = (F k).charpoly := by
  have main : (F k).IsSymm ∧ Alternant s (F k) := by
    induction k with
    | zero =>
      rw [h0]
      exact ⟨hh, hs⟩
    | succ k ih =>
      rw [hstep k]
      refine ⟨hh.add (exchange_isSymm hw (hP k).symm), fun i j hij => ?_⟩
      rw [Matrix.add_apply, hs i j hij,
        exchange_alternant w ih.1 ih.2 (hdet k) (hP k) i j hij, add_zero]
  exact ⟨main.1, main.2, alternant_charpoly main.2⟩

/-- Two sites with hopping `-t`, `t > 0`: the matrix is alternant and invertible, its occupied
projector has all entries `1/2`, and exchange with intersite coupling `γ` changes the hopping
to `-(t + γ/2)`. -/
theorem dimer_witness (t U γ : ℝ) (ht : 0 < t) :
    Alternant ![true, false] !![0, -t; -t, 0] ∧
      (!![0, -t; -t, 0] : Matrix (Fin 2) (Fin 2) ℝ).det ≠ 0 ∧
      IsOccupied !![0, -t; -t, 0] !![1/2, 1/2; 1/2, 1/2] ∧
      !![0, -t; -t, 0] + exchange !![U, γ; γ, U] !![1/2, 1/2; 1/2, 1/2] =
        !![0, -(t + γ / 2); -(t + γ / 2), 0] := by
  refine ⟨?_, ?_, ⟨?_, ?_, ?_⟩, ?_⟩
  · intro i j h
    fin_cases i <;> fin_cases j <;> simp_all
  · rw [Matrix.det_fin_two_of]
    nlinarith [mul_pos ht ht]
  · refine Matrix.IsSymm.ext fun i j => ?_
    fin_cases i <;> fin_cases j <;> simp
  · intro μ v hμ hv
    have h0 := congrFun hv 0
    have h1 := congrFun hv 1
    simp [Matrix.mulVec, dotProduct, Fin.sum_univ_two] at h0 h1
    -- negative energy forces equal amplitudes
    have e : (t - μ) * (v 0 - v 1) = 0 := by linear_combination h0 - h1
    have e' : v 0 - v 1 = 0 := (mul_eq_zero.mp e).resolve_left (by linarith)
    ext i
    fin_cases i <;> simp [Matrix.mulVec, dotProduct, Fin.sum_univ_two] <;> linarith
  · intro μ v hμ hv
    have h0 := congrFun hv 0
    have h1 := congrFun hv 1
    simp [Matrix.mulVec, dotProduct, Fin.sum_univ_two] at h0 h1
    -- nonnegative energy forces opposite amplitudes
    have e : (t + μ) * (v 0 + v 1) = 0 := by linear_combination -h0 - h1
    have e' : v 0 + v 1 = 0 := (mul_eq_zero.mp e).resolve_left (by linarith)
    ext i
    fin_cases i <;> simp [Matrix.mulVec, dotProduct, Fin.sum_univ_two] <;> linarith
  · ext i j
    fin_cases i <;> fin_cases j <;> simp [exchange] <;> ring

end

end AlternantFockExchange
```

```lean
#print axioms AlternantFockExchange.exists_isOccupied
#print axioms AlternantFockExchange.exchange_keeps_spectrum_symmetric
#print axioms AlternantFockExchange.scf_keeps_spectrum_symmetric
```

```
'AlternantFockExchange.exists_isOccupied' depends on axioms: [propext, Classical.choice, Quot.sound]
'AlternantFockExchange.exchange_keeps_spectrum_symmetric' depends on axioms: [propext, Classical.choice, Quot.sound]
'AlternantFockExchange.scf_keeps_spectrum_symmetric' depends on axioms: [propext, Classical.choice, Quot.sound]
```

## What the theorems state and where they stop

The sites form a finite type `n`, and `s : n → Bool` labels the sublattices. `Alternant s F` is the block condition, `stagger s` is $S$, and `exchange w P` is $K$. The notation `F *ᵥ v` is the matrix acting on a vector. `IsOccupied F P` says that $P$ is symmetric, fixes eigenvectors with $\mu<0$ and annihilates those with $\mu\ge0$; the vectors need not be normalised. Zero levels thus count as empty.

The main theorem, `exchange_keeps_spectrum_symmetric`, assumes that `F` is symmetric, alternant and of non-zero determinant, that `P` is its occupied projector, and that `w` is symmetric. No sign or decay is required of `w`, and its diagonal is ignored. `scf_keeps_spectrum_symmetric` gives the result for every step of the plain iteration, with non-singularity assumed at each step. It says nothing about convergence.

Invertibility matters. In an open chain of three sites with equal hoppings $-t$, $t>0$, there is a zero level, and leaving it empty gives $P_{02}=1/4$. With all couplings equal to 1, exchange then joins two sites of one sublattice, $F+K$ has non-zero determinant, and three non-zero levels cannot be paired.

The step left to the user is the diagonal. A full Fock matrix also has Hartree and on-site terms. The theorem applies to it if these reduce to a uniform shift, which is then subtracted so that the Fermi level is at zero. With equal site energies, equal on-site repulsions and unit core charges, $P_{ii}=1/2$ brings this about. No theorem here states that value of $P_{ii}$ beyond the two-site case; in general it rests on the derivation above.

## How the lemmas match the derivation

`exists_isOccupied` shows that every symmetric `F` has an occupied projector. It interpolates the step function (1 below zero, 0 otherwise) on the eigenvalues by a polynomial $p$ and takes $P=p(F)$. This matrix is symmetric and acts on each eigenvector through the value of $p$ at its energy.

`eq_of_eigenvectors` is the comparison on eigenvectors, carried out on Mathlib's orthonormal eigenbasis. `alternant_anticomm`, `alternant_pairing` and `alternant_charpoly` give the anticommutation and its two consequences; the last uses the fact that $AB$ and $BA$ have the same characteristic polynomial.

In `exchange_alternant`, the intermediate statement `ph` is $PS=S(1-P)$. The split by `lt_trichotomy` produces the three cases for $\mu$, with `hdet` forcing $v=0$ in the middle one. Reading off an entry for distinct sites of one sublattice gives `P i j = 0`.

`exchange_isSymm` supplies the symmetry of $K$, the main theorem combines the two properties, and the iterated version is an induction on the step number. `dimer_witness` checks the two-site matrices directly, with `U` the diagonal entry of the couplings, which `exchange` ignores: the eigenvalue equations give $(t-\mu)(v_0-v_1)=0$ for negative energy and $(t+\mu)(v_0+v_1)=0$ otherwise, which fixes the action of $P$.
